# For a Hermitian matrix $H$ and a positive definite matrix $S$, $\langle v,Hv\rangle(2-\langle v,Sv\rangle)$ is bounded below exactly when $H$ is negative semidefinite

**Q:** Take one basis function, with numbers $H=h$ and $S=s>0$. What can go wrong?

**A:** Put $x=s|v|^2$ and $E=h/s$. The functional is $F=Ex(2-x)$ with $x\ge 0$. If $E<0$, its minimum is $E$, at $x=1$: normalization comes out without being imposed. If $E=0$, $F$ vanishes identically. If $E>0$, $F\to-\infty$ as $x$ grows.

**Q:** And with many basis functions?

**A:** From here on $h$ and $s$ are the quadratic forms $h(v)=\langle v,Hv\rangle$ and $s(v)=\langle v,Sv\rangle$, so $F=h(2-s)$.

First, the lowest level. The quotient $h/s$ is continuous on the compact unit sphere, so it has a minimum $E$ at some $v_0$. It is unchanged by scaling, hence $h(w)\ge E\,s(w)$ for all $w$. Thus $M=H-ES$ is positive semidefinite with $\langle v_0,Mv_0\rangle=0$, which forces $Mv_0=0$, or $Hv_0=ESv_0$. Rescale $v_0$ so that $s(v_0)=1$. If $Hw=\mu Sw$ with $w\ne0$, then $\mu s(w)=h(w)\ge Es(w)$, so $\mu\ge E$.

If $h(v)>0$ for some $v$, then $F(tv)=t^2h(v)\,(2-t^2s(v))\to-\infty$ as $t\to\infty$.

If $h\le0$ everywhere, then $E=h(v_0)\le0$. For $s\le2$,
$$F\ge Es(2-s)=E-E(s-1)^2\ge E.$$
For $s\ge2$, both factors of $F$ are nonpositive, so $F\ge0\ge E$. Since $F(v_0)=E$, the minimum is attained.

**Q:** Where does a level shift enter?

**A:** Replace $H$ by $H-\sigma S$ with real $\sigma$. Boundedness now requires $h(w)\le\sigma s(w)$ for all $w$. On eigenvectors this says that every level is at most $\sigma$. Conversely, the lowest level of $(-H,S)$ is minus the highest level $\mu_{\max}$ of $(H,S)$, so $h(w)\le\mu_{\max}s(w)\le\sigma s(w)$. For a global lower bound the shift must therefore reach the top of the spectrum in the basis. A smaller shift with $\sigma\ge E$ still leaves a local minimum at $v_0$: the estimate for $s\le2$ used only $E\le0$, and it holds for the shifted functional with $E-\sigma$ in place of $E$.

**Q:** Do the Lean objects say this?

**A:** The finite type `n` labels basis functions, and `v : n → ℂ` holds orbital coefficients. `expect` is the real part of $\langle v,Av\rangle$, where the inner product is conjugate-linear in the first slot. For Hermitian $A$ that is the full value, so `expect` gives $h$ and $s$. `energy` is $F$, and `levels` collects real generalized eigenvalues with nonzero eigenvectors.

```lean
import Mathlib

open Matrix Filter
open scoped ComplexOrder

namespace UltrasoftUnconstrainedFunctional

noncomputable section

variable {n : Type*} [Fintype n]

/-- The real part of the quadratic form `⟨v, A v⟩` of a matrix `A` in the orbital `v`. -/
def expect (A : Matrix n n ℂ) (v : n → ℂ) : ℝ := (star v ⬝ᵥ A *ᵥ v).re

/-- The constraint-free energy functional `⟨v, H v⟩ (2 - ⟨v, S v⟩)`, with the real part taken of
each of the two quadratic forms. -/
def energy (H S : Matrix n n ℂ) (v : n → ℂ) : ℝ := expect H v * (2 - expect S v)

/-- The real generalized eigenvalues `μ` of `H v = μ S v` with a nonzero orbital `v`. -/
def levels (H S : Matrix n n ℂ) : Set ℝ :=
  {μ | ∃ v : n → ℂ, v ≠ 0 ∧ H *ᵥ v = (μ : ℂ) • S *ᵥ v}
```

**Q:** What physics sits in the hypotheses?

**A:** `hS : S.PosDef` says that every nonzero orbital has positive norm. For the ordinary overlap matrix of linearly independent basis functions this is automatic. With ultrasoft pseudopotentials $S$ also contains augmentation terms, and positivity is then assumed here, not derived from the pseudopotential. `H` is a fixed Hermitian matrix, so there is no self-consistency, and there is only one orbital.

**Q:** What if normalization had been kept as a constraint?

**A:** On orbitals with $s(v)=1$, $F$ equals $h$, and its minimum is $E$ for every Hermitian $H$. The sign condition and the shift would disappear, along with the runaway.

**Q:** How does the proof start?

**A:** With the algebra of scaling and shifting, the link between semidefiniteness and the sign of `expect`, positivity of the norm, and $h=\mu s$ on eigenvectors.

```lean
/-- Scaling an orbital `v` by a real factor `t` scales the real part of `⟨v, A v⟩` by `t ^ 2`. -/
theorem expect_smul (A : Matrix n n ℂ) (t : ℝ) (v : n → ℂ) :
    expect A ((t : ℂ) • v) = t ^ 2 * expect A v := by
  simp only [expect, star_smul, mulVec_smul, smul_dotProduct, dotProduct_smul, smul_eq_mul,
    Complex.star_def, Complex.conj_ofReal, Complex.re_ofReal_mul]
  ring

/-- Subtracting `c B` from `A`, with `c` real, subtracts `c` times the real part of `⟨v, B v⟩` from
the real part of `⟨v, A v⟩`. -/
theorem expect_shift (A B : Matrix n n ℂ) (c : ℝ) (v : n → ℂ) :
    expect (A - (c : ℂ) • B) v = expect A v - c * expect B v := by
  simp only [expect, sub_mulVec, smul_mulVec, dotProduct_sub, dotProduct_smul, smul_eq_mul,
    Complex.sub_re, Complex.re_ofReal_mul]

/-- A Hermitian matrix is positive semidefinite exactly when its quadratic form is nowhere
negative. -/
theorem posSemidef_iff_expect {A : Matrix n n ℂ} (hA : A.IsHermitian) :
    A.PosSemidef ↔ ∀ v, 0 ≤ expect A v := by
  constructor
  · intro h v
    exact (Complex.le_def.1 (h.dotProduct_mulVec_nonneg v)).1
  · intro h
    refine PosSemidef.of_dotProduct_mulVec_nonneg hA fun v => ?_
    -- the quadratic form of a Hermitian matrix is real
    have hr : star (star v ⬝ᵥ A *ᵥ v) = star v ⬝ᵥ A *ᵥ v := by
      rw [← Matrix.star_dotProduct, Matrix.star_mulVec, hA.eq, Matrix.dotProduct_mulVec]
    exact Complex.le_def.2 ⟨h v, (Complex.conj_eq_iff_im.1 hr).symm⟩

/-- For a positive definite overlap matrix every nonzero orbital has positive norm. -/
theorem expect_pos {S : Matrix n n ℂ} (hS : S.PosDef) {v : n → ℂ} (hv : v ≠ 0) :
    0 < expect S v :=
  (Complex.lt_def.1 (hS.dotProduct_mulVec_pos hv)).1

/-- If `H v = μ S v` with real `μ`, then `⟨v, H v⟩` and `μ ⟨v, S v⟩` have the same real part. -/
theorem expect_of_level {H S : Matrix n n ℂ} {μ : ℝ} {v : n → ℂ}
    (h : H *ᵥ v = (μ : ℂ) • S *ᵥ v) : expect H v = μ * expect S v := by
  unfold expect
  rw [h, dotProduct_smul, smul_eq_mul, Complex.re_ofReal_mul]
```

Next comes the ground state. `exists_isMinOn` supplies the minimizer on the sphere, `key` is $Es(w)\le h(w)$, and `dotProduct_mulVec_zero_iff` gives $Mv_0=0$. The sphere is that of the maximum norm on coefficients, which serves equally well.

```lean
/-- For Hermitian `H` and positive definite `S` on a nonempty basis, some `S`-normalized
generalized eigenvector has an eigenvalue `E` that bounds the Rayleigh quotient from below. -/
theorem exists_ground_state [Nonempty n] {H S : Matrix n n ℂ} (hH : H.IsHermitian)
    (hS : S.PosDef) : ∃ (E : ℝ) (v : n → ℂ), expect S v = 1 ∧
      H *ᵥ v = (E : ℂ) • S *ᵥ v ∧ ∀ w, E * expect S w ≤ expect H w := by
  have hc : ∀ A : Matrix n n ℂ, Continuous (expect A) := by
    intro A
    refine Complex.continuous_re.comp ?_
    simp only [dotProduct, mulVec, Pi.star_apply]
    fun_prop
  have hne : ∀ w ∈ Metric.sphere (0 : n → ℂ) 1, w ≠ 0 := by
    rintro w hw rfl
    simp at hw
  -- the Rayleigh quotient attains its minimum on the unit sphere
  obtain ⟨v, hv, hmin⟩ := (isCompact_sphere (0 : n → ℂ) 1).exists_isMinOn
    ⟨fun _ => 1, mem_sphere_zero_iff_norm.2 ((pi_norm_const (1 : ℂ)).trans norm_one)⟩
    ((hc H).continuousOn.div (hc S).continuousOn
      (fun w hw => (expect_pos hS (hne w hw)).ne'))
  have hs := expect_pos hS (hne v hv)
  obtain ⟨E, hE⟩ : ∃ E : ℝ, E = expect H v / expect S v := ⟨_, rfl⟩
  have key : ∀ w, E * expect S w ≤ expect H w := by
    intro w
    by_cases hw : w = 0
    · subst hw
      simp [expect]
    have hw' : ‖w‖ ≠ 0 := norm_ne_zero_iff.2 hw
    have hu : ((‖w‖⁻¹ : ℝ) : ℂ) • w ∈ Metric.sphere (0 : n → ℂ) 1 := by
      rw [mem_sphere_zero_iff_norm, norm_smul, Complex.norm_real, norm_inv, norm_norm,
        inv_mul_cancel₀ hw']
    have h1 : expect H v / expect S v ≤ expect H (((‖w‖⁻¹ : ℝ) : ℂ) • w) /
        expect S (((‖w‖⁻¹ : ℝ) : ℂ) • w) := isMinOn_iff.1 hmin _ hu
    rw [expect_smul, expect_smul, mul_div_mul_left _ _ (pow_ne_zero 2 (inv_ne_zero hw')),
      ← hE, le_div_iff₀ (expect_pos hS hw)] at h1
    exact h1
  -- `H - E S` is positive semidefinite and its form vanishes at `v`, so it annihilates `v`
  have hherm : (H - (E : ℂ) • S).IsHermitian := by
    show (H - (E : ℂ) • S)ᴴ = H - (E : ℂ) • S
    rw [conjTranspose_sub, conjTranspose_smul, hH.eq, hS.isHermitian.eq, Complex.star_def,
      Complex.conj_ofReal]
  have hM : (H - (E : ℂ) • S).PosSemidef := (posSemidef_iff_expect hherm).2 fun w => by
    rw [expect_shift]
    linarith [key w]
  have h0 : expect (H - (E : ℂ) • S) v = 0 := by
    rw [expect_shift, hE, div_mul_cancel₀ _ hs.ne', sub_self]
  have hz := (hM.dotProduct_mulVec_zero_iff v).1
    (Complex.ext h0 (Complex.le_def.1 (hM.dotProduct_mulVec_nonneg v)).2.symm)
  rw [sub_mulVec, smul_mulVec, sub_eq_zero] at hz
  refine ⟨E, (((√(expect S v))⁻¹ : ℝ) : ℂ) • v, ?_, ?_, key⟩
  · rw [expect_smul, inv_pow, Real.sq_sqrt hs.le, inv_mul_cancel₀ hs.ne']
  · rw [mulVec_smul, mulVec_smul, hz, smul_comm]
```

**Q:** And the runaway?

**A:** Given any bound $b$, take $t^2\ge3/s$ and $t^2\ge-b/h$. Then $2-t^2s\le-1$, so $F(tv)\le-t^2h\le b$.

```lean
/-- With a positive definite overlap, the functional runs away to minus infinity along every
orbital direction with `⟨v, H v⟩` of positive real part. -/
theorem energy_runaway {H S : Matrix n n ℂ} (hS : S.PosDef) {v : n → ℂ}
    (hv : 0 < expect H v) :
    Tendsto (fun t : ℝ => energy H S ((t : ℂ) • v)) atTop atBot := by
  have hne : v ≠ 0 := by
    rintro rfl
    simp [expect] at hv
  have hs := expect_pos hS hne
  have ht : Tendsto (fun t : ℝ => t ^ 2) atTop atTop := tendsto_pow_atTop two_ne_zero
  refine tendsto_atBot.2 fun b => ?_
  filter_upwards [ht.eventually_ge_atTop (3 / expect S v),
    ht.eventually_ge_atTop (-b / expect H v)] with t h1 h2
  rw [div_le_iff₀ hs] at h1
  rw [div_le_iff₀ hv] at h2
  unfold energy
  rw [expect_smul, expect_smul]
  have h3 : 0 ≤ t ^ 2 * expect H v := by positivity
  nlinarith [mul_nonneg h3 (sub_nonneg.2 h1)]
```

**Q:** Which theorem joins these?

**A:** The next one gives a single $E$ that is the least element of `levels H S`, the equivalence between `BddBelow` and `(-H).PosSemidef`, and, when the latter holds, $E$ as the attained minimum (`IsLeast`). The split at $s=2$ is `le_total`, and `nlinarith` combines the inequalities above.

```lean
/-- For Hermitian `H` and positive definite `S` on a nonempty basis there is a lowest generalized
eigenvalue `E`; the functional is bounded below exactly when `H` is negative semidefinite, and
then its minimum is `E`. -/
theorem energy_bounded_iff_and_minimum [Nonempty n] {H S : Matrix n n ℂ}
    (hH : H.IsHermitian) (hS : S.PosDef) :
    ∃ E : ℝ, IsLeast (levels H S) E ∧
      (BddBelow (Set.range (energy H S)) ↔ (-H).PosSemidef) ∧
      ((-H).PosSemidef → IsLeast (Set.range (energy H S)) E) := by
  obtain ⟨E, v, hv1, hv, hlow⟩ := exists_ground_state hH hS
  have hneg : (-H).PosSemidef ↔ ∀ w, expect H w ≤ 0 := by
    rw [posSemidef_iff_expect hH.neg]
    refine forall_congr' fun w => ?_
    have : expect (-H) w = -expect H w := by simp [expect, neg_mulVec]
    rw [this, neg_nonneg]
  have hEv : expect H v = E := by rw [expect_of_level hv, hv1, mul_one]
  have hmin : (-H).PosSemidef → IsLeast (Set.range (energy H S)) E := by
    intro h
    rw [hneg] at h
    refine ⟨⟨v, by rw [energy, hEv, hv1]; ring⟩, ?_⟩
    rintro _ ⟨w, rfl⟩
    have hE0 : E ≤ 0 := hEv ▸ h v
    have hw := h w
    have hl := hlow w
    unfold energy
    rcases le_total (expect S w) 2 with h2 | h2
    · -- here the functional is at least `E s (2 - s)`, and `s (2 - s) ≤ 1`
      nlinarith [mul_nonneg (sub_nonneg.2 hl) (sub_nonneg.2 h2),
        mul_nonneg (neg_nonneg.2 hE0) (sq_nonneg (expect S w - 1))]
    · nlinarith [mul_nonneg (neg_nonneg.2 hw) (sub_nonneg.2 h2)]
  refine ⟨E, ⟨⟨v, ?_, hv⟩, ?_⟩, ⟨?_, fun h => ⟨E, (hmin h).2⟩⟩, hmin⟩
  · rintro rfl
    simp [expect] at hv1
  · rintro μ ⟨w, hw, hμ⟩
    have hl := hlow w
    rw [expect_of_level hμ] at hl
    exact le_of_mul_le_mul_right hl (expect_pos hS hw)
  · rintro ⟨b, hb⟩
    rw [hneg]
    intro w
    by_contra hw
    obtain ⟨t, ht⟩ :=
      ((energy_runaway hS (not_le.1 hw)).eventually_le_atBot (b - 1)).exists
    have hbt : b ≤ energy H S ((t : ℂ) • w) := hb ⟨_, rfl⟩
    linarith
```

The shift theorem applies this equivalence to $H-\sigma S$, then uses the ground state of $-H$ to reach the highest level.

```lean
/-- For Hermitian `H` and positive definite `S` on a nonempty basis, the functional of the
shifted Hamiltonian `H - σ S` is bounded below exactly when no generalized eigenvalue of
`(H, S)` exceeds `σ`. -/
theorem level_shift_sufficient_iff [Nonempty n] {H S : Matrix n n ℂ}
    (hH : H.IsHermitian) (hS : S.PosDef) (σ : ℝ) :
    BddBelow (Set.range (energy (H - (σ : ℂ) • S) S)) ↔ ∀ μ ∈ levels H S, μ ≤ σ := by
  have hherm : (H - (σ : ℂ) • S).IsHermitian := by
    show (H - (σ : ℂ) • S)ᴴ = H - (σ : ℂ) • S
    rw [conjTranspose_sub, conjTranspose_smul, hH.eq, hS.isHermitian.eq, Complex.star_def,
      Complex.conj_ofReal]
  have hn : ∀ (A : Matrix n n ℂ) w, expect (-A) w = -expect A w := fun A w => by
    simp [expect, neg_mulVec]
  obtain ⟨_, _, hiff, _⟩ := energy_bounded_iff_and_minimum hherm hS
  rw [hiff, posSemidef_iff_expect hherm.neg]
  constructor
  · rintro h μ ⟨w, hw, hμ⟩
    have h1 := h w
    rw [hn, expect_shift, expect_of_level hμ] at h1
    exact le_of_mul_le_mul_right (by linarith) (expect_pos hS hw)
  · intro h w
    -- the ground state of `(-H, S)` is an eigenvector of `(H, S)` for its highest level, `-E`
    obtain ⟨E, v, hv1, hv, hlow⟩ := exists_ground_state hH.neg hS
    have hE : -E ≤ σ := by
      refine h (-E) ⟨v, ?_, ?_⟩
      · rintro rfl
        simp [expect] at hv1
      · rw [neg_mulVec] at hv
        rw [Complex.ofReal_neg, neg_smul, ← hv, neg_neg]
    have hl := hlow w
    rw [hn] at hl
    rw [hn, expect_shift]
    have hs : 0 ≤ expect S w := (posSemidef_iff_expect hS.isHermitian).1 hS.posSemidef w
    nlinarith [mul_le_mul_of_nonneg_right hE hs]

end

end UltrasoftUnconstrainedFunctional
```

```lean
#print axioms UltrasoftUnconstrainedFunctional.energy_bounded_iff_and_minimum
-- 'UltrasoftUnconstrainedFunctional.energy_bounded_iff_and_minimum' depends on axioms: [propext, Classical.choice, Quot.sound]
#print axioms UltrasoftUnconstrainedFunctional.level_shift_sufficient_iff
-- 'UltrasoftUnconstrainedFunctional.level_shift_sufficient_iff' depends on axioms: [propext, Classical.choice, Quot.sound]
```

**Q:** So what may I conclude about a real minimization?

**A:** For one orbital in a finite basis with fixed $H$, the shifted functional has a global minimum exactly when the shift $\sigma$ is at least the highest generalized eigenvalue, and that minimum is $E-\sigma$, with $E$ the lowest level of $(H,S)$. Below that, the functional has no lower bound, but for $\sigma>E$ a descent run that starts close to $v_0$ and takes small steps can still settle in the local minimum there. Whether a particular run diverges depends on its start and its steps.
